# Displacing the centre of a $-C_6/r^6$ energy by $d$ induces $C_7 = 6C_6\langle n,d\rangle$ along a unit direction $n$

## Can the $R^{-7}$ term of an off-centre dispersion site be proved as a limit?

I would like to treat the dispersion energy along a fixed direction as an ordinary function of the distance $R$, and not as a formal series in $1/R$. An isotropic interaction $-C_6/r^6$ is centred at a point $d$, but I measure $R$ from the origin, along a unit vector $n$. The usual expansion then contains an $R^{-7}$ term that would be absent if the origin sat on the centre. Its coefficient should be proportional to $\langle n,d\rangle$, so it should change sign with $n$ and vanish on averaging over opposite directions.

I can get this by truncating a binomial series, but I would like to see it stated as a limit of the true energy, with a proof that a machine has checked. What exactly is the statement, and what happens at the next order once the $R^{-7}$ term has averaged out?

## The energy is a function of $R$, and the coefficients are its limits

Take the energy itself as the primary object and define $C_7$ and $C_8$ separately, as explicit functions of $n$ and $d$. Limits as $R\to\infty$ then connect the two. The sign convention is

$$V(R) = -\frac{C_6}{R^6}-\frac{C_7}{R^7}-\frac{C_8}{R^8}-\cdots,$$

so a positive coefficient means extra attraction. The constant $C_6$ stands for the leading non-retarded dispersion coefficient of two isotropic fragments, which their dynamic dipole polarisabilities determine. Here it is simply a given real number.

### Expanding the distance

Write $a=\langle n,d\rangle$ and $q=\|d\|^2$. The probe is at $Rn$ and the interaction centre at $d$, so their distance $r$ satisfies

$$r^2=\|Rn-d\|^2=R^2\|n\|^2-2R\langle n,d\rangle+\|d\|^2=R^2-2Ra+q,$$

because $\|n\|=1$. For $R>0$, put

$$u=-\frac{2a}{R}+\frac{q}{R^2}=\frac1R\left(\frac qR-2a\right).$$

Then $r^2=R^2(1+u)$, and hence $r^{-6}=R^{-6}(1+u)^{-3}$ wherever $r\neq0$. This holds for every $R>\|d\|$, since then $\|Rn\|=R$ exceeds $\|d\|$ and the two points cannot coincide.

### An exact remainder in place of a truncated series

Multiplying out gives

$$(1-3u)(1+u)^3=1-6u^2-8u^3-3u^4.$$

Dividing by $(1+u)^3$ and rearranging,

$$\frac1{(1+u)^3}=1-3u+\frac{u^2(6+8u+3u^2)}{(1+u)^3}.$$

No term has been neglected. Insert $-3u=6a/R-3q/R^2$ and $u^2=R^{-2}(q/R-2a)^2$, then move the first two orders to the left:

$$R^8\left(\frac1{r^6}-\frac1{R^6}-\frac{6a}{R^7}\right)=-3q+\frac{(q/R-2a)^2(6+8u+3u^2)}{(1+u)^3}.$$

As $R\to\infty$, both $1/R$ and $u$ tend to zero, and the right-hand side tends to $-3q+4a^2\cdot6=24a^2-3q$. Multiplying by $-C_6$,

$$R^8\left(-\frac{C_6}{r^6}+\frac{C_6}{R^6}+\frac{C_7}{R^7}\right)\to-C_8,$$

with

$$C_7=6C_6\langle n,d\rangle,\qquad C_8=C_6\left(24\langle n,d\rangle^2-3\|d\|^2\right).$$

Call the left-hand side of this limit $L(R)$. Then

$$R^7\left(-\frac{C_6}{r^6}+\frac{C_6}{R^6}\right)=\frac{L(R)}R-C_7\to-C_7=-6C_6\langle n,d\rangle.$$

The sign is the expected one: if the centre moves towards the probe, $\langle n,d\rangle>0$, and for $C_6>0$ the attraction grows.

### Opposite directions cancel $C_7$ and leave $C_8$

The inner product is linear in $d$, so $C_7$ is too. Replacing $n$ by $-n$ reverses its sign. If a finite set $S$ contains $-n$ whenever it contains $n$, relabelling the sum gives

$$\sum_{n\in S}C_7(n)=\sum_{n\in S}C_7(-n)=-\sum_{n\in S}C_7(n),$$

so the sum is zero. For a non-empty set, dividing by the number of directions gives a zero average.

Now let the members of $S$ be unit vectors and add the $R^{-8}$ limits. The $C_7$ terms disappear at every $R$, and

$$R^8\sum_{n\in S}\left(-\frac{C_6}{\|Rn-d\|^6}+\frac{C_6}{R^6}\right)\to-\sum_{n\in S}C_8(n).$$

The summed correction is therefore at most of order $R^{-8}$, and exactly of that order when the sum of the $C_8$ is nonzero.

In three dimensions, take orthonormal axes $b_i$ with $i=0,1,2$. Parseval's identity gives $\sum_i\langle b_i,d\rangle^2=\|d\|^2$, so the mean of $C_8$ over the axes, and equally over the six directions $\pm b_i$ because $C_8$ is even in $n$, is

$$\frac{C_6}{3}\left(24\|d\|^2-9\|d\|^2\right)=5C_6\|d\|^2.$$

### The Lean file

```lean
import Mathlib

open Filter Topology

namespace DispersionOriginShift

noncomputable section

variable {E : Type*} [NormedAddCommGroup E] [InnerProductSpace ℝ E]

/-- Dispersion energy `-C6 / r^6` at the point `R n`, with the interaction centre displaced to `d`;
the physical domain is `R n ≠ d`, and Lean's division by zero gives the value 0 at `R n = d`. -/
def shiftedEnergy (C6 : ℝ) (n d : E) (R : ℝ) : ℝ := -C6 / ‖R • n - d‖ ^ 6

/-- The coefficient `C7 = 6 C6 ⟨n, d⟩` for direction `n` and displacement `d`. -/
def inducedC7 (C6 : ℝ) (n d : E) : ℝ := 6 * C6 * inner ℝ n d

/-- The coefficient `C8 = C6 (24 ⟨n, d⟩² - 3 ‖d‖²)` for direction `n` and displacement `d`. -/
def inducedC8 (C6 : ℝ) (n d : E) : ℝ :=
  C6 * (24 * (inner ℝ n d) ^ 2 - 3 * ‖d‖ ^ 2)

/-- Squared distance from the displaced centre to the point at distance `R` along a unit
direction `n`. -/
theorem shifted_distance_sq (n d : E) (hn : ‖n‖ = 1) (R : ℝ) :
    ‖R • n - d‖ ^ 2 = R ^ 2 - 2 * R * inner ℝ n d + ‖d‖ ^ 2 := by
  rw [norm_sub_sq_real, norm_smul, hn, real_inner_smul_left, mul_one, Real.norm_eq_abs, sq_abs]
  ring

/-- `R^8` times what is left of `-C / P^3` once its `R⁻⁶` and `R⁻⁷` terms are removed, as an exact
rational function of `1/R`; here `P = R² - 2 R a + q` plays the part of the squared distance. -/
theorem exact_remainder (C a q R P : ℝ) (hR : R ≠ 0) (hP : P ≠ 0)
    (h : P = R ^ 2 - 2 * R * a + q) :
    -C * (-3 * q + (q * R⁻¹ - 2 * a) ^ 2 * (6 + 8 * (R⁻¹ * (q * R⁻¹ - 2 * a))
      + 3 * (R⁻¹ * (q * R⁻¹ - 2 * a)) ^ 2) / (1 + R⁻¹ * (q * R⁻¹ - 2 * a)) ^ 3)
      = R ^ 8 * (-C / P ^ 3 + C / R ^ 6 + 6 * C * a / R ^ 7) := by
  have hq : q = P - R ^ 2 + 2 * R * a := by linarith
  have hu : 1 + R⁻¹ * (q * R⁻¹ - 2 * a) = P / R ^ 2 := by
    rw [hq]
    field_simp
    ring
  rw [hu, hq]
  field_simp
  ring

/-- After the `C6` and `C7` terms are removed, the shifted energy times `R^8` tends to `-C8`
along every unit direction. -/
theorem tendsto_second_order (C6 : ℝ) (n d : E) (hn : ‖n‖ = 1) :
    Tendsto (fun R : ℝ => R ^ 8 *
      (shiftedEnergy C6 n d R + C6 / R ^ 6 + inducedC7 C6 n d / R ^ 7))
      atTop (𝓝 (-inducedC8 C6 n d)) := by
  let a : ℝ := inner ℝ n d
  let q : ℝ := ‖d‖ ^ 2
  let F : ℝ → ℝ := fun x => -C6 * (-3 * q + (q * x - 2 * a) ^ 2 *
    (6 + 8 * (x * (q * x - 2 * a)) + 3 * (x * (q * x - 2 * a)) ^ 2) /
      (1 + x * (q * x - 2 * a)) ^ 3)
  -- the rational function of 1/R is continuous at infinite separation
  have hF : ContinuousAt F 0 := by
    refine ContinuousAt.mul continuousAt_const (ContinuousAt.add continuousAt_const ?_)
    exact ContinuousAt.div (by fun_prop) (by fun_prop) (by simp)
  have h0 : F 0 = -inducedC8 C6 n d := by
    simp only [F, a, q, inducedC8, mul_zero, zero_mul, add_zero, one_pow, div_one]
    ring
  have hlim : Tendsto (fun R : ℝ => F R⁻¹) atTop (𝓝 (-inducedC8 C6 n d)) := by
    rw [← h0]
    exact hF.tendsto.comp tendsto_inv_atTop_zero
  refine hlim.congr' ?_
  filter_upwards [eventually_gt_atTop ‖d‖] with R hR
  have hRpos : 0 < R := lt_of_le_of_lt (norm_nonneg d) hR
  -- beyond ‖d‖ the point cannot coincide with the displaced centre
  have hne : ‖R • n - d‖ ≠ 0 := by
    intro h
    have h1 : R • n = d := sub_eq_zero.mp (norm_eq_zero.mp h)
    have h2 : ‖d‖ = R := by
      rw [← h1, norm_smul, hn, mul_one, Real.norm_eq_abs, abs_of_pos hRpos]
    linarith
  have h6 : ‖R • n - d‖ ^ 6 = (‖R • n - d‖ ^ 2) ^ 3 := by ring
  unfold shiftedEnergy inducedC7
  rw [h6]
  exact exact_remainder C6 a q R _ hRpos.ne' (pow_ne_zero 2 hne)
    (shifted_distance_sq n d hn R)

/-- Displacing the centre by `d` changes the energy along a unit direction `n` so that the change
times `R^7` tends to `-6 C6 ⟨n, d⟩`. -/
theorem tendsto_origin_shift (C6 : ℝ) (n d : E) (hn : ‖n‖ = 1) :
    Tendsto (fun R : ℝ => R ^ 7 * (-C6 / ‖R • n - d‖ ^ 6 + C6 / R ^ 6))
      atTop (𝓝 (-6 * C6 * inner ℝ n d)) := by
  -- divide the second-order limit by R and restore the C7 term
  have h := (tendsto_inv_atTop_zero.mul (tendsto_second_order C6 n d hn)).sub_const
    (inducedC7 C6 n d)
  have hv : 0 * -inducedC8 C6 n d - inducedC7 C6 n d = -6 * C6 * inner ℝ n d := by
    unfold inducedC7
    ring
  rw [hv] at h
  refine h.congr' ?_
  filter_upwards [eventually_gt_atTop (0 : ℝ)] with R hR
  have hR0 : R ≠ 0 := hR.ne'
  change R⁻¹ * (R ^ 8 * (shiftedEnergy C6 n d R + C6 / R ^ 6 + inducedC7 C6 n d / R ^ 7))
    - inducedC7 C6 n d = R ^ 7 * (shiftedEnergy C6 n d R + C6 / R ^ 6)
  generalize shiftedEnergy C6 n d R = e
  field_simp
  ring

/-- The induced `C7` is linear in the displacement of the centre. -/
theorem inducedC7_linear (C6 s t : ℝ) (n d d' : E) :
    inducedC7 C6 n (s • d + t • d') = s * inducedC7 C6 n d + t * inducedC7 C6 n d' := by
  simp only [inducedC7, inner_add_right, real_inner_smul_right]
  ring

/-- The induced `C7` changes sign when the direction is inverted. -/
theorem inducedC7_odd (C6 : ℝ) (n d : E) :
    inducedC7 C6 (-n) d = -inducedC7 C6 n d := by
  simp only [inducedC7, inner_neg_left]
  ring

/-- The induced `C7` sums to zero over any finite inversion-symmetric set of directions. -/
theorem sum_inducedC7_eq_zero (C6 : ℝ) (d : E) (S : Finset E) (hS : ∀ n ∈ S, -n ∈ S) :
    ∑ n ∈ S, inducedC7 C6 n d = 0 := by
  -- relabel each direction by its inverse
  have h : ∑ n ∈ S, inducedC7 C6 n d = ∑ n ∈ S, inducedC7 C6 (-n) d :=
    Finset.sum_nbij' (fun n => -n) (fun n => -n) hS hS
      (fun n _ => neg_neg n) (fun n _ => neg_neg n) (fun n _ => by rw [neg_neg])
  simp only [inducedC7_odd, Finset.sum_neg_distrib] at h
  linarith

/-- Summed over a finite inversion-symmetric set of unit directions, the energy change times
`R^8` tends to minus the sum of the induced `C8` coefficients. -/
theorem tendsto_symmetric_sum (C6 : ℝ) (d : E) (S : Finset E)
    (hS : ∀ n ∈ S, -n ∈ S) (hunit : ∀ n ∈ S, ‖n‖ = 1) :
    Tendsto (fun R : ℝ => R ^ 8 * ∑ n ∈ S, (shiftedEnergy C6 n d R + C6 / R ^ 6))
      atTop (𝓝 (-∑ n ∈ S, inducedC8 C6 n d)) := by
  have h := tendsto_finsetSum S (fun n hn => tendsto_second_order C6 n d (hunit n hn))
  rw [Finset.sum_neg_distrib] at h
  refine h.congr (fun R => ?_)
  -- the C7 terms cancel between opposite directions
  rw [← Finset.mul_sum, Finset.sum_add_distrib, ← Finset.sum_div,
    sum_inducedC7_eq_zero C6 d S hS, zero_div, add_zero]

/-- In three dimensions the mean of the induced `C8` over any three orthonormal axes is
`5 C6 ‖d‖²`. -/
theorem mean_inducedC8_axes (C6 : ℝ) (d : E) (b : OrthonormalBasis (Fin 3) ℝ E) :
    (∑ i, inducedC8 C6 (b i) d) / 3 = 5 * C6 * ‖d‖ ^ 2 := by
  -- Parseval's identity for the displacement
  have h : ∑ i, (inner ℝ (b i) d) ^ 2 = ‖d‖ ^ 2 := by
    rw [← real_inner_self_eq_norm_sq, ← b.sum_inner_mul_inner d d]
    refine Finset.sum_congr rfl (fun i _ => ?_)
    rw [real_inner_comm (b i) d]
    ring
  simp only [Fin.sum_univ_three] at h
  simp only [inducedC8, Fin.sum_univ_three]
  linear_combination 8 * C6 * h

end

end DispersionOriginShift
```

```lean
#print axioms DispersionOriginShift.tendsto_origin_shift
-- 'DispersionOriginShift.tendsto_origin_shift' depends on axioms: [propext, Classical.choice, Quot.sound]
#print axioms DispersionOriginShift.inducedC7_linear
-- 'DispersionOriginShift.inducedC7_linear' depends on axioms: [propext, Classical.choice, Quot.sound]
#print axioms DispersionOriginShift.tendsto_symmetric_sum
-- 'DispersionOriginShift.tendsto_symmetric_sum' depends on axioms: [propext, Classical.choice, Quot.sound]
#print axioms DispersionOriginShift.mean_inducedC8_axes
-- 'DispersionOriginShift.mean_inducedC8_axes' depends on axioms: [propext, Classical.choice, Quot.sound]
```

### What the theorems say about the physical system

The type `E` is any real inner-product space. Ordinary space is one case, but most of the results need neither three dimensions nor finite dimension. The vectors `n` and `d` are the direction and the displacement of the centre, and `inner ℝ n d` is their scalar product. The hypothesis `hn : ‖n‖ = 1` makes `R` a distance from the origin. `C6` may have any sign.

`shiftedEnergy C6 n d R` is $-C_6/\|Rn-d\|^6$. The definitions `inducedC7` and `inducedC8` are the formulas above, without the minus signs that accompany them in the energy.

The main theorem, `tendsto_origin_shift`, reads: for every real $C_6$, every unit vector $n$ and every displacement $d$, $R^7$ times the energy change tends to $-6C_6\langle n,d\rangle$. `Tendsto … atTop (𝓝 …)` is the usual limit as $R\to\infty$. If $d$ is perpendicular to $n$, or zero, the limit is zero and the change decays faster than $R^{-7}$.

`tendsto_second_order` gives the $C_8$ limit for each direction. `inducedC7_linear` and `inducedC7_odd` express linearity in $d$ and oddness in $n$. In `sum_inducedC7_eq_zero`, the finite set of directions is `S : Finset E`, and `hS` says that it is closed under inversion. Each direction counts once, with equal weight, and an empty set is allowed. `tendsto_symmetric_sum` adds the requirement that every direction be a unit vector. Only `mean_inducedC8_axes` is tied to three dimensions, through an `OrthonormalBasis` indexed by `Fin 3`.

The model has a single isotropic, undamped centre with a constant $C_6$. It does not derive $C_6$ from electronic structure, nor does it treat the intrinsic $C_7$ that a molecule without an inversion centre can have through its mixed dipole–quadrupole response. The limits are taken one direction at a time, with no error bound uniform in $n$, and integrals over the sphere are not treated.

For electronic structure, the result shows that a $C_7$ coefficient can depend on the chosen origin, here within a model of one isotropic pair interaction.

### How the proof follows the algebra

`shifted_distance_sq` is the expansion of $r^2$. The rewrite with `norm_sub_sq_real` expands the squared norm of a difference, the remaining rewrites use $\|n\|=1$ and take $R$ out of the inner product, and `ring` puts the terms in order.

`exact_remainder` is the identity for $R^8$ times the remainder, already multiplied by $-C_6$. It concerns real numbers only: `P` stands for $r^2$, and `a` and `q` have the meanings used above. The proof solves the distance formula for `q` and shows that $1+u=P/R^2$. After these substitutions, `field_simp` clears the denominators and `ring` checks the polynomial identity. The hypotheses `hR` and `hP` make the divisions legitimate.

`tendsto_second_order` carries the analysis. Its function `F` is the remainder written in terms of $x=1/R$. The denominator equals 1 at $x=0$, so `F` is continuous there, and `h0` evaluates it as $-C_8$. Composing with `tendsto_inv_atTop_zero` gives the limit of $F(1/R)$. The step `hlim.congr'` carries this limit over to the energy expression, which needs to agree with $F(1/R)$ only for large $R$. The proof takes $R>\|d\|$, where `hne` rules out a collision between probe and centre, and then applies `exact_remainder`.

`tendsto_origin_shift` multiplies that limit by $1/R\to0$ and subtracts $C_7$, exactly as in the passage from $L(R)$ to the $R^7$ limit. Its last lines confirm the rearrangement for $R>0$.

Linearity and oddness follow from the corresponding rules for the inner product. In `sum_inducedC7_eq_zero`, `Finset.sum_nbij'` performs the relabelling $n\mapsto-n$, with negation as its own inverse. Oddness then makes the sum equal to its negative, and `linarith` concludes that it is zero.

`tendsto_symmetric_sum` adds the second-order limits with `tendsto_finsetSum` and removes the total $C_7$ term by the preceding theorem. In `mean_inducedC8_axes`, the fact `h` is Parseval's identity for $d$, and `linear_combination 8 * C6 * h` uses it with the factor $24/3=8$.

### Origin shifts in a long-range fit

The step appears when a program evaluates dispersion from an interaction site but reports the potential as a function of distance from a molecular centre of mass. Isotopic substitution can move the centre of mass while the electronic interaction site stays fixed in the Born–Oppenheimer picture. For $C_6\neq0$, the fitted $C_7$ along $n$ then changes whenever the shift has a component along $n$, even though the site energy does not.

To test an implementation, compute $R^7(-C_6/r^6+C_6/R^6)$ at several large $R$ and plot it against $1/R$. The intercept is $-C_7$ and the initial slope is $-C_8$. For $C_6=1$ and $d=n$, in units where $\|d\|=1$, the value at $R=100$ is about $-6.216$. The two leading terms give $-6-21/100=-6.21$.

In floating-point arithmetic, the two energies become nearly equal at large $R$, and their direct subtraction loses digits. The rational expression in `exact_remainder` avoids that particular subtraction: evaluate it, divide by $R$ and subtract $C_7$.
